# Widom insertion for a finite lattice gas with arbitrary real energy

A canonical simulation at fixed particle number visits configurations in the right proportions, but it does not deliver the normalising sum behind those proportions. The free energy of adding a particle needs the ratio of two such sums, one for $N$ particles and one for $N+1$. Summing directly soon becomes impracticable, because $L$ sites admit $\binom{L}{N}$ configurations of $N$ particles. Averages of the energy or the density in the $N$-particle run do not by themselves supply the missing ratio.

Trial insertions do supply it. For a classical lattice gas with finitely many sites and finite energies, the problems below derive the exact relation, including the counting factor that comes from indistinguishable particles.

## Configurations, weights and averages

The lattice is a finite type `Site` with $L$ elements, written `Fintype.card Site` in Lean. No geometry is attached to it.

```lean
import Mathlib

open Finset

namespace LatticeWidomInsertion

noncomputable section

variable {Site : Type*} [Fintype Site] [DecidableEq Site]
```

A configuration is the set $S$ of occupied sites, a `Finset Site`. Each site therefore holds at most one particle, and exchanging particles gives nothing new. The energy $U$ assigns a real number to every such set, so it may contain external fields and many-body terms of any range or sign. The weight of $S$ is $w(S)=e^{-\beta U(S)}$. Physically $\beta$ is the inverse temperature, $1/(k_BT)$, but the proofs allow any real $\beta$.

```lean
/-- The Boltzmann weight `exp (-β U(S))` of the set `S` of occupied sites. -/
def boltzmannWeight (U : Finset Site → ℝ) (β : ℝ) (S : Finset Site) : ℝ :=
  Real.exp (-β * U S)
```

The partition function sums over the $N$-element subsets, which Lean writes as `powersetCard N univ`:
$$Z_N=\sum_{|S|=N}w(S).$$
It is purely configurational: there are no momenta, and each occupied set is counted once.

```lean
/-- The canonical partition function: the sum of Boltzmann weights over all
configurations with `N` occupied sites. -/
def partitionFunction (U : Finset Site → ℝ) (β : ℝ) (N : ℕ) : ℝ :=
  ∑ S ∈ powersetCard N univ, boltzmannWeight U β S
```

For $N\le L$, the canonical average of an observable $A$ is
$$\langle A\rangle_N=\frac{1}{Z_N}\sum_{|S|=N}A(S)\,w(S).$$

```lean
/-- The canonical `N`-particle average of an observable `A`, for `N` at most the
number of sites. -/
def average (U : Finset Site → ℝ) (β : ℝ) (N : ℕ) (A : Finset Site → ℝ) : ℝ :=
  (∑ S ∈ powersetCard N univ, A S * boltzmannWeight U β S) / partitionFunction U β N
```

Two observables are needed. The insertion sum runs over the empty sites, which form the complement `Sᶜ`:
$$W(S)=\sum_{i\notin S}e^{-\beta(U(S\cup\{i\})-U(S))}.$$

```lean
/-- The sum over empty sites of the Boltzmann factor of the energy change on
inserting a particle there. -/
def insertionSum (U : Finset Site → ℝ) (β : ℝ) (S : Finset Site) : ℝ :=
  ∑ i ∈ Sᶜ, Real.exp (-β * (U (insert i S) - U S))
```

The deletion sum runs over the occupied sites, with `S.erase i` for the configuration after removal:
$$D(S)=\sum_{i\in S}e^{-\beta(U(S\setminus\{i\})-U(S))}.$$

```lean
/-- The sum over occupied sites of the Boltzmann factor of the energy change on
removing the particle there. -/
def deletionSum (U : Finset Site → ℝ) (β : ℝ) (S : Finset Site) : ℝ :=
  ∑ i ∈ S, Real.exp (-β * (U (S.erase i) - U S))
```

The reduced free energy is $f_N=-\ln Z_N$, which for $\beta>0$ is $\beta$ times the configurational Helmholtz free energy.

```lean
/-- The reduced free energy `-log Z_N`, for `N` at most the number of sites. -/
def reducedFreeEnergy (U : Finset Site → ℝ) (β : ℝ) (N : ℕ) : ℝ :=
  -Real.log (partitionFunction U β N)
```

## (a) Positivity of the partition function

**Task.** Show that for $N\le L$
$$Z_N>0.$$

**Solution.** Every weight is an exponential of a real number and hence positive. Since $N\le L$, at least one set of $N$ sites exists, so the sum has at least one term. For $N=0$ that term is the empty lattice, and $Z_0=e^{-\beta U(\varnothing)}$.

`Finset.sum_pos` takes exactly these two facts. Finite energies matter here: a hard exclusion between neighbouring sites, with $U=\infty$, is not covered.

```lean
omit [DecidableEq Site] in
/-- The partition function is positive when the particles fit on the lattice. -/
theorem partitionFunction_pos (U : Finset Site → ℝ) (β : ℝ) {N : ℕ}
    (h : N ≤ Fintype.card Site) : 0 < partitionFunction U β N := by
  unfold partitionFunction
  exact Finset.sum_pos (fun S _ => Real.exp_pos _)
    (Finset.powersetCard_nonempty.2 (by simpa using h))
```

## (b) Counting the empty sites

**Task.** Show that a configuration $S$ with $N$ particles satisfies
$$|S^c|=L-N.$$

**Solution.** Occupied and empty sites together make up the lattice, so $N+|S^c|=L$. Subtract $N$.

The Lean statement is an equation between real numbers, ready to serve as a factor in the sums below.

```lean
/-- An `N`-particle configuration leaves `L - N` sites empty. -/
theorem card_empty_sites {N : ℕ} {S : Finset Site} (hS : S ∈ powersetCard N univ) :
    (Sᶜ.card : ℝ) = (Fintype.card Site : ℝ) - N := by
  have h := Finset.card_add_card_compl S
  rw [Finset.mem_powersetCard_univ.1 hS] at h
  have h' : (N : ℝ) + (Sᶜ.card : ℝ) = (Fintype.card Site : ℝ) := by exact_mod_cast h
  linarith
```

## (c) Insertions matched with removals

**Task.** Let $g(S,T)$ be any real function of two configurations. Show that
$$\sum_{|S|=N}\sum_{i\notin S}g(S,S\cup\{i\})=\sum_{|T|=N+1}\sum_{i\in T}g(T\setminus\{i\},T).$$

**Solution.** The left side runs over pairs $(S,i)$ of an $N$-particle configuration and an empty site. Send such a pair to $(S\cup\{i\},i)$, an $(N+1)$-particle configuration with one of its occupied sites marked. The reverse map sends $(T,i)$ to $(T\setminus\{i\},i)$. Adding $i$ to a set without it and then removing it restores the set, and so does removing a member and putting it back. The pairs therefore correspond one to one, and corresponding terms are equal.

In the proof, `Finset.sum_sigma'` turns each double sum into a sum over pairs. `Finset.sum_bij'` then leaves five goals: each map lands in the right set, each undoes the other, and the summands agree.

```lean
/-- Summing over all insertions into `N`-particle configurations is the same as
summing over all removals from `(N+1)`-particle configurations. -/
theorem sum_insertions_eq_sum_removals (N : ℕ) (g : Finset Site → Finset Site → ℝ) :
    ∑ S ∈ powersetCard N univ, ∑ i ∈ Sᶜ, g S (insert i S) =
      ∑ T ∈ powersetCard (N + 1) univ, ∑ i ∈ T, g (T.erase i) T := by
  rw [Finset.sum_sigma', Finset.sum_sigma']
  -- the move (S, i) ↦ (S with i, i) is undone by removing i
  refine Finset.sum_bij' (fun x _ => ⟨insert x.2 x.1, x.2⟩)
    (fun x _ => ⟨x.1.erase x.2, x.2⟩) ?_ ?_ ?_ ?_ ?_
  · rintro ⟨S, i⟩ h
    simp only [Finset.mem_sigma, Finset.mem_powersetCard_univ, Finset.mem_compl] at h ⊢
    exact ⟨by rw [Finset.card_insert_of_notMem h.2, h.1], Finset.mem_insert_self _ _⟩
  · rintro ⟨T, i⟩ h
    simp only [Finset.mem_sigma, Finset.mem_powersetCard_univ, Finset.mem_compl] at h ⊢
    obtain ⟨h1, h2⟩ := h
    have h3 := Finset.card_erase_of_mem h2
    exact ⟨by omega, Finset.notMem_erase _ _⟩
  · rintro ⟨S, i⟩ h
    simp only [Finset.mem_sigma, Finset.mem_compl] at h
    simp only [Finset.erase_insert h.2]
  · rintro ⟨T, i⟩ h
    simp only [Finset.mem_sigma] at h
    simp only [Finset.insert_erase h.2]
  · rintro ⟨S, i⟩ h
    simp only [Finset.mem_sigma, Finset.mem_compl] at h
    simp only [Finset.erase_insert h.2]
```

## (d) The weighted insertion sum

**Task.** Show that
$$\sum_{|S|=N}W(S)\,w(S)=(N+1)\,Z_{N+1}.$$

**Solution.** The insertion factor turns the old weight into the new one:
$$e^{-\beta(U(S\cup\{i\})-U(S))}\,e^{-\beta U(S)}=w(S\cup\{i\}).$$
Apply part (c) with $g(S,T)=w(T)$:
$$\sum_{|S|=N}\sum_{i\notin S}w(S\cup\{i\})=\sum_{|T|=N+1}\sum_{i\in T}w(T).$$
The inner sum on the right has $N+1$ equal terms, because any of the $N+1$ particles could have been the last one inserted. This gives $(N+1)Z_{N+1}$. For $N\ge L$ both sides are zero.

The three steps of the `calc` block are the product of exponentials, the correspondence and the count.

```lean
/-- The Boltzmann-weighted insertion sum over `N`-particle configurations is
`(N+1) Z_(N+1)`. -/
theorem weighted_insertion (U : Finset Site → ℝ) (β : ℝ) (N : ℕ) :
    ∑ S ∈ powersetCard N univ, insertionSum U β S * boltzmannWeight U β S =
      ((N : ℝ) + 1) * partitionFunction U β (N + 1) := by
  calc
    _ = ∑ S ∈ powersetCard N univ, ∑ i ∈ Sᶜ, boltzmannWeight U β (insert i S) := by
      refine Finset.sum_congr rfl fun S _ => ?_
      rw [insertionSum, Finset.sum_mul]
      refine Finset.sum_congr rfl fun i _ => ?_
      unfold boltzmannWeight
      rw [← Real.exp_add]
      congr 1
      ring
    _ = ∑ T ∈ powersetCard (N + 1) univ, ∑ _i ∈ T, boltzmannWeight U β T :=
      sum_insertions_eq_sum_removals N (fun _ T => boltzmannWeight U β T)
    _ = _ := by
      -- each final configuration is reached once per particle
      rw [partitionFunction, Finset.mul_sum]
      refine Finset.sum_congr rfl fun T hT => ?_
      rw [Finset.sum_const, Finset.mem_powersetCard_univ.1 hT, nsmul_eq_mul,
        Nat.cast_add, Nat.cast_one]
```

## (e) Widom's formula

**Task.** Let $N<L$. Show that $Z_N$ and $Z_{N+1}$ are positive and that
$$\frac{Z_{N+1}}{Z_N}=\frac{1}{N+1}\,\langle W\rangle_N.$$

**Solution.** Both $N$ and $N+1$ are at most $L$, so part (a) gives positivity. Dividing part (d) by $Z_N$ gives
$$\langle W\rangle_N=(N+1)\frac{Z_{N+1}}{Z_N},$$
and division by $N+1$ finishes the derivation. For $N=0$ the formula reads $Z_1/Z_0=\sum_i e^{-\beta(U(\{i\})-U(\varnothing))}$, as it should.

The Lean theorem states the two inequalities and the equation together. The rewriting with `weighted_insertion` is the use of part (d).

```lean
/-- Widom insertion: for `N < L` both partition functions are positive, and their
ratio is `1/(N+1)` times the `N`-particle average of the insertion sum. -/
theorem widom_insertion (U : Finset Site → ℝ) (β : ℝ) {N : ℕ}
    (h : N < Fintype.card Site) :
    0 < partitionFunction U β N ∧ 0 < partitionFunction U β (N + 1) ∧
      partitionFunction U β (N + 1) / partitionFunction U β N =
        1 / ((N : ℝ) + 1) * average U β N (insertionSum U β) := by
  refine ⟨partitionFunction_pos U β h.le, partitionFunction_pos U β h, ?_⟩
  have hN : (N : ℝ) + 1 ≠ 0 := by positivity
  rw [average, weighted_insertion, mul_div_assoc, one_div, inv_mul_cancel_left₀ hN]
```

In a simulation code, one samples $N$-particle configurations, computes the energy change for a trial particle on each empty site, adds up the Boltzmann factors and leaves the configuration unchanged. The mean of these sums, divided by $N+1$, estimates the ratio. If only one empty site is drawn uniformly per configuration, its Boltzmann factor must be multiplied by $L-N$.

The same counting handles $k$ particles inserted together when $N+k\le L$. One sums over $k$-element sets of empty sites and divides by $\binom{N+k}{k}$ in place of $N+1$; this extension is argued here by hand, while the code treats one particle at a time.

## (f) The free energy of adding a particle

**Task.** For $N<L$, show that
$$f_{N+1}-f_N=-\ln\!\left(\frac{1}{N+1}\langle W\rangle_N\right).$$

**Solution.** Because both partition functions are positive,
$$f_{N+1}-f_N=-\ln Z_{N+1}+\ln Z_N=-\ln\frac{Z_{N+1}}{Z_N}.$$
Insert part (e). For $\beta>0$ this difference is $\beta$ times the configurational chemical potential, taken as a finite difference in $N$. The logarithm is applied after averaging.

`Real.log_div` splits the logarithm and uses the fact that neither partition function is zero.

```lean
/-- For `N < L`, the reduced free energy of adding one particle is minus the logarithm of the Widom
average divided by `N+1`. -/
theorem insertion_free_energy (U : Finset Site → ℝ) (β : ℝ) {N : ℕ}
    (h : N < Fintype.card Site) :
    reducedFreeEnergy U β (N + 1) - reducedFreeEnergy U β N =
      -Real.log (1 / ((N : ℝ) + 1) * average U β N (insertionSum U β)) := by
  obtain ⟨hZ, hZ', hW⟩ := widom_insertion U β h
  rw [← hW, Real.log_div hZ'.ne' hZ.ne']
  unfold reducedFreeEnergy
  ring
```

## (g) The weighted deletion sum

**Task.** Show that
$$\sum_{|T|=N+1}D(T)\,w(T)=(L-N)\,Z_N.$$

**Solution.** Each deletion factor times $w(T)$ is $w(T\setminus\{i\})$. Now read part (c) from right to left with $g(S,T)=w(S)$:
$$\sum_{|T|=N+1}\sum_{i\in T}w(T\setminus\{i\})=\sum_{|S|=N}\sum_{i\notin S}w(S).$$
By part (b) the inner sum on the right has $L-N$ equal terms.

The proof runs parallel to that of part (d). The reversed reading is the `.symm` in the middle step.

```lean
/-- The Boltzmann-weighted deletion sum over `(N+1)`-particle configurations is
`(L-N) Z_N`. -/
theorem weighted_deletion (U : Finset Site → ℝ) (β : ℝ) (N : ℕ) :
    ∑ T ∈ powersetCard (N + 1) univ, deletionSum U β T * boltzmannWeight U β T =
      ((Fintype.card Site : ℝ) - N) * partitionFunction U β N := by
  calc
    _ = ∑ T ∈ powersetCard (N + 1) univ, ∑ i ∈ T, boltzmannWeight U β (T.erase i) := by
      refine Finset.sum_congr rfl fun T _ => ?_
      rw [deletionSum, Finset.sum_mul]
      refine Finset.sum_congr rfl fun i _ => ?_
      unfold boltzmannWeight
      rw [← Real.exp_add]
      congr 1
      ring
    _ = ∑ S ∈ powersetCard N univ, ∑ _i ∈ Sᶜ, boltzmannWeight U β S :=
      (sum_insertions_eq_sum_removals N (fun S _ => boltzmannWeight U β S)).symm
    _ = _ := by
      rw [partitionFunction, Finset.mul_sum]
      refine Finset.sum_congr rfl fun S hS => ?_
      rw [Finset.sum_const, nsmul_eq_mul, card_empty_sites hS]
```

## (h) The ratio from particle deletion

**Task.** For $N<L$, show that
$$Z_N=Z_{N+1}\,\frac{\langle D\rangle_{N+1}}{L-N}.$$

**Solution.** Divide part (g) by $Z_{N+1}$, which is positive by part (a), to get $\langle D\rangle_{N+1}=(L-N)Z_N/Z_{N+1}$. Since $L-N>0$, solve for $Z_N$.

`field_simp` performs this cancellation once both denominators are known to be nonzero. The identity is exact, but its sampling can be poor: with strong repulsion, the largest deletion factors belong to crowded configurations that an $(N+1)$-particle run rarely visits.

```lean
/-- Particle deletion: for `N < L`, `Z_N` is `Z_(N+1)` times the `(N+1)`-particle
average of the deletion sum divided by `L-N`. -/
theorem particle_deletion (U : Finset Site → ℝ) (β : ℝ) {N : ℕ}
    (h : N < Fintype.card Site) :
    partitionFunction U β N = partitionFunction U β (N + 1) *
      (average U β (N + 1) (deletionSum U β) / ((Fintype.card Site : ℝ) - N)) := by
  have hZ' := (partitionFunction_pos U β (N := N + 1) h).ne'
  have hL : (Fintype.card Site : ℝ) - N ≠ 0 :=
    (sub_pos.2 (by exact_mod_cast h)).ne'
  rw [average, weighted_deletion]
  field_simp
```

## (i) The lattice gas without energy

**Task.** Set $U=0$ for every configuration and let $N\le L$. Show that
$$\frac{Z_{N+1}}{Z_N}=\frac{L-N}{N+1}.$$

**Solution.** Every insertion factor is $1$, so $W(S)$ counts the empty sites and equals $L-N$. The weighted insertion sum is then $(L-N)Z_N$. By part (d) it is also $(N+1)Z_{N+1}$. Equating the two and dividing by $(N+1)Z_N$ gives the ratio. The case $N=L$ is included: no configuration has $L+1$ particles, and both sides vanish.

In Lean, `hsum` and `key` are the two evaluations of the same sum, and `linear_combination` subtracts one from the other. This case also gives a sharp check of an insertion routine: with the energy switched off, every single configuration must return $(L-N)/(N+1)$, without statistical noise.

```lean
/-- When `U = 0` for every configuration and `N ≤ L`, the ratio `Z_(N+1) / Z_N` is `(L-N)/(N+1)`. -/
theorem ideal_lattice_gas (β : ℝ) {N : ℕ} (h : N ≤ Fintype.card Site) :
    partitionFunction (fun _ : Finset Site => (0 : ℝ)) β (N + 1) /
        partitionFunction (fun _ : Finset Site => (0 : ℝ)) β N =
      ((Fintype.card Site : ℝ) - N) / ((N : ℝ) + 1) := by
  have hZ := partitionFunction_pos (fun _ : Finset Site => (0 : ℝ)) β h
  have key := weighted_insertion (fun _ : Finset Site => (0 : ℝ)) β N
  -- every insertion factor is one, so the insertion sum counts empty sites
  have hsum : ∑ S ∈ powersetCard N univ,
      insertionSum (fun _ : Finset Site => (0 : ℝ)) β S *
        boltzmannWeight (fun _ : Finset Site => (0 : ℝ)) β S =
      ((Fintype.card Site : ℝ) - N) *
        partitionFunction (fun _ : Finset Site => (0 : ℝ)) β N := by
    rw [partitionFunction, Finset.mul_sum]
    refine Finset.sum_congr rfl fun S hS => ?_
    have hone : insertionSum (fun _ : Finset Site => (0 : ℝ)) β S =
        (Fintype.card Site : ℝ) - N := by
      rw [← card_empty_sites hS]
      simp [insertionSum]
    rw [hone]
  rw [div_eq_div_iff hZ.ne' (by positivity)]
  linear_combination hsum - key

end

end LatticeWidomInsertion
```

```lean
#print axioms LatticeWidomInsertion.insertion_free_energy
#print axioms LatticeWidomInsertion.particle_deletion
#print axioms LatticeWidomInsertion.ideal_lattice_gas
```

```
'LatticeWidomInsertion.insertion_free_energy' depends on axioms: [propext, Classical.choice, Quot.sound]
'LatticeWidomInsertion.particle_deletion' depends on axioms: [propext, Classical.choice, Quot.sound]
'LatticeWidomInsertion.ideal_lattice_gas' depends on axioms: [propext, Classical.choice, Quot.sound]
```
